# Restricting a pair-antisymmetric matrix to $p<q$ halves its nonzero eigenvalues

Take the two-electron CI matrix $\langle pq|H|rs\rangle$ between determinants built from $n$ orthonormal spin orbitals, and let both index pairs run over all $n^2$ combinations. Every nonzero energy then comes out doubled, and the spectrum gains zeros that belong to no two-electron state. The opposite slip, a factor $\tfrac12$ kept in front of a sum that already runs over $p<q$ only, halves the result.

Let $A(p,q;r,s)$ be a complex matrix over all orbital pairs that changes sign under $p\leftrightarrow q$ and under $r\leftrightarrow s$. Let $R$ be its block with $p<q$ and $r<s$. For every $z\neq 0$,

$$z \text{ is an eigenvalue of } A \iff z/2 \text{ is an eigenvalue of } R .$$

For closed chains of pair sums, with $k\ge 0$,

$$\operatorname{Tr}A^{k+1}=2^{k+1}\operatorname{Tr}R^{k+1}.$$

## Where the factor enters CI and ladder code

For two electrons in a finite spin-orbital basis, the CI matrix in which each determinant appears once is $R$. Tensor-contraction code often works with full index ranges instead, and writes the particle-particle ladder term as $\tfrac12\sum_{rs}\langle pq\|rs\rangle t_{rs}$, which for antisymmetric amplitudes, $t_{sr}=-t_{rs}$, equals $\sum_{r<s}\langle pq\|rs\rangle t_{rs}$. When the eigenvalues of a pair matrix are read as energies, it matters whether its pairs were restricted and whether the factor $\tfrac12$ was included.

Eigenvectors need rescaling too. If $v$ is antisymmetric and normalised over all pairs, its restricted part has squared norm $\tfrac12$, so the normalised restricted vector has amplitudes $\sqrt2\,v(p,q)$.

## From exchange signs to eigenvalues

**Pair sums.** Let $f(q,p)=f(p,q)$ and $f(p,p)=0$. Split the sum over all pairs into $p<q$, $p=q$ and $p>q$. The middle part vanishes, and renaming the indices turns the last part into the first:

$$\sum_{p,q} f(p,q)=2\sum_{p<q}f(p,q).$$

**Action on antisymmetric amplitudes.** Let $v(s,r)=-v(r,s)$, so that $v(r,r)=0$. In $A(p,q;r,s)\,v(r,s)$ the exchange of $r$ and $s$ produces two signs, which cancel. The summand is therefore symmetric and vanishes at $r=s$, and

$$(Av)(p,q)=2\sum_{r<s}A(p,q;r,s)\,v(r,s).$$

**From $A$ to $R$.** Let $Av=zv$ with $v\neq0$ and $z\neq0$. Row antisymmetry gives $(Av)(q,p)=-(Av)(p,q)$ for any $v$, hence $z\,v(q,p)=-z\,v(p,q)$. Dividing by $z$ shows that $v$ is antisymmetric. Let $u$ be its values at $p<q$. If $u$ were zero, antisymmetry would make $v$ zero, so $u\neq0$. The previous formula reads $zu=2Ru$, that is, $Ru=(z/2)u$.

**From $R$ to $A$.** Let $Ru=(z/2)u$ with $u\neq0$. Set $v(p,q)=u(p,q)$ and $v(q,p)=-u(p,q)$ for $p<q$, and $v(p,p)=0$. Then $v\neq0$, and for $p<q$

$$(Av)(p,q)=2(Ru)(p,q)=z\,u(p,q)=z\,v(p,q).$$

Both $Av$ and $zv$ are antisymmetric, so they agree on all pairs.

**Closed chains.** Let $B$ be a second matrix with the same antisymmetry. Each column of $B$ is an antisymmetric vector, so the restricted block of $AB$ is $2R_AR_B$, where $R_A$ and $R_B$ are the restricted blocks of the factors. The product $AB$ is again antisymmetric in both pairs. By induction, the restricted block of $A^{k+1}$ is $2^kR^{k+1}$. The diagonal entries of $A^{k+1}$ are unchanged when $p$ and $q$ are exchanged in row and column together, and they vanish at $p=q$. The trace is thus a pair sum of the first kind and contributes one more factor of 2.

## Two orbitals by hand, and two matrices that break the rule

For orbitals 0 and 1, let $A(0,1;0,1)=3$. Antisymmetry fixes the rest. In the order $(0,0),(0,1),(1,0),(1,1)$,

$$A=\begin{pmatrix}0&0&0&0\\0&3&-3&0\\0&-3&3&0\\0&0&0&0\end{pmatrix},\qquad R=(3).$$

The normalised vector $(0,1,-1,0)/\sqrt2$ has eigenvalue $3+3=6$, and $6/2=3$. The other three eigenvalues of $A$ are zero. For the traces, $\operatorname{Tr}A^2=36=2^2\cdot 3^2$.

Without antisymmetry the rule fails. The ordinary unit matrix $\delta_{pr}\delta_{qs}$ on the same four pairs has eigenvalue 1, and its restricted block is $(1)$, which does not have eigenvalue $\tfrac12$.

Without $z\neq0$ it fails as well. The antisymmetrised identity $\delta_{pr}\delta_{qs}-\delta_{ps}\delta_{qr}$ annihilates the vector concentrated on a pair $(p,p)$, in which the same spin orbital is taken twice, so zero is an eigenvalue over all pairs. In its restricted block the exchange term would need $p=s$ and $q=r$, which contradicts $p<q$ and $r<s$. The block is therefore the unit matrix, and zero is not an eigenvalue of it.

## Lean source for the pair matrices

```lean
import Mathlib

open Matrix

namespace RestrictedPairSums

noncomputable section

/-- Restricted orbital pairs `p < q`. -/
abbrev Pair (n : ℕ) := {x : Fin n × Fin n // x.1 < x.2}

/-- Pair amplitudes that change sign when the two orbitals are exchanged. -/
def IsAntisymm {n : ℕ} (v : Fin n × Fin n → ℂ) : Prop :=
  ∀ p q, v (q, p) = -v (p, q)

/-- A matrix over orbital pairs that is antisymmetric in its row pair and in its column pair. -/
def IsPairAntisymm {n : ℕ} (A : Matrix (Fin n × Fin n) (Fin n × Fin n) ℂ) : Prop :=
  (∀ y, IsAntisymm (fun x => A x y)) ∧ ∀ x, IsAntisymm (fun y => A x y)

/-- The block of a pair matrix with `p < q` and `r < s`. -/
def restricted {n : ℕ} (A : Matrix (Fin n × Fin n) (Fin n × Fin n) ℂ) :
    Matrix (Pair n) (Pair n) ℂ := fun x y => A x.1 y.1

/-- The number `z` is an eigenvalue of `M`: some nonzero vector is multiplied by `z`. -/
def IsEigenvalue {ι : Type*} [Fintype ι] (M : Matrix ι ι ℂ) (z : ℂ) : Prop :=
  ∃ v : ι → ℂ, v ≠ 0 ∧ M *ᵥ v = z • v

/-- The antisymmetric continuation of restricted amplitudes to all orbital pairs. -/
def extend {n : ℕ} (u : Pair n → ℂ) : Fin n × Fin n → ℂ := fun x =>
  if h : x.1 < x.2 then u ⟨x, h⟩
  else if h : x.2 < x.1 then -u ⟨(x.2, x.1), h⟩ else 0

/-- The antisymmetrised identity `δ_pr δ_qs - δ_ps δ_qr`. -/
def antisymmetrizer (n : ℕ) : Matrix (Fin n × Fin n) (Fin n × Fin n) ℂ := fun x y =>
  (1 : Matrix (Fin n) (Fin n) ℂ) x.1 y.1 * (1 : Matrix (Fin n) (Fin n) ℂ) x.2 y.2
    - (1 : Matrix (Fin n) (Fin n) ℂ) x.1 y.2 * (1 : Matrix (Fin n) (Fin n) ℂ) x.2 y.1

variable {n : ℕ} {A B : Matrix (Fin n × Fin n) (Fin n × Fin n) ℂ}

/-- An exchange-symmetric summand that vanishes for equal orbitals has an unrestricted pair sum
equal to twice its restricted pair sum. -/
theorem sum_pairs (f : Fin n × Fin n → ℂ) (hs : ∀ p q, f (q, p) = f (p, q))
    (hd : ∀ p, f (p, p) = 0) : ∑ x, f x = 2 * ∑ x : Pair n, f x.1 := by
  have h1 : ∑ x : Pair n, f x.1 = ∑ x : Fin n × Fin n, if x.1 < x.2 then f x else 0 := by
    rw [← Finset.sum_filter]
    exact (Finset.sum_subtype _ (fun x => by simp) f).symm
  -- exchanging the orbitals maps the lower triangle to the upper one
  have h2 : (∑ x : Fin n × Fin n, if x.2 < x.1 then f x else 0)
      = ∑ x : Fin n × Fin n, if x.1 < x.2 then f x else 0 :=
    Fintype.sum_equiv (Equiv.prodComm _ _) _ _ (fun ⟨p, q⟩ => by simp [hs p q])
  have h3 : ∑ x, f x = ∑ x : Fin n × Fin n,
      ((if x.1 < x.2 then f x else 0) + if x.2 < x.1 then f x else 0) := by
    refine Finset.sum_congr rfl fun x _ => ?_
    obtain ⟨p, q⟩ := x
    rcases lt_trichotomy p q with h | h | h
    · simp [h, lt_asymm h]
    · subst h
      simp [hd]
    · simp [h, lt_asymm h]
  rw [h3, Finset.sum_add_distrib, h2, h1]
  ring

/-- Antisymmetric amplitudes are determined by their values on restricted pairs. -/
theorem antisymm_ext {v w : Fin n × Fin n → ℂ} (hv : IsAntisymm v) (hw : IsAntisymm w)
    (h : ∀ x : Pair n, v x.1 = w x.1) : v = w := by
  funext ⟨p, q⟩
  rcases lt_trichotomy p q with hl | hl | hl
  · exact h ⟨(p, q), hl⟩
  · subst hl
    linear_combination (hv p p) / 2 - (hw p p) / 2
  · rw [hv q p, hw q p]
    exact congrArg Neg.neg (h ⟨(q, p), hl⟩)

/-- A pair-antisymmetric matrix acts on antisymmetric amplitudes as twice a restricted sum. -/
theorem mulVec_eq (hA : IsPairAntisymm A) {v : Fin n × Fin n → ℂ} (hv : IsAntisymm v)
    (x : Fin n × Fin n) : (A *ᵥ v) x = 2 * ∑ y : Pair n, A x y.1 * v y.1 := by
  refine sum_pairs (fun y => A x y * v y) (fun r s => ?_) (fun p => ?_)
  · have h1 : A x (s, r) = -A x (r, s) := hA.2 x r s
    show A x (s, r) * v (s, r) = A x (r, s) * v (r, s)
    rw [h1, hv r s]
    ring
  · have h1 : v (p, p) = 0 := by linear_combination (hv p p) / 2
    simp [h1]

/-- A pair-antisymmetric matrix turns any amplitudes into antisymmetric ones. -/
theorem mulVec_antisymm (hA : IsPairAntisymm A) (v : Fin n × Fin n → ℂ) :
    IsAntisymm (A *ᵥ v) := by
  intro p q
  show ∑ y, A (q, p) y * v y = -∑ y, A (p, q) y * v y
  rw [← Finset.sum_neg_distrib]
  refine Finset.sum_congr rfl fun y _ => ?_
  have h : A (q, p) y = -A (p, q) y := hA.1 y p q
  rw [h]
  ring

lemma extend_val (u : Pair n → ℂ) (x : Pair n) : extend u x.1 = u x := dif_pos x.2

lemma extend_antisymm (u : Pair n → ℂ) : IsAntisymm (extend u) := by
  intro p q
  rcases lt_trichotomy p q with h | h | h
  · simp [extend, h, lt_asymm h]
  · subst h
    simp [extend]
  · simp [extend, h, lt_asymm h]

/-- A nonzero number `z` is an eigenvalue of a pair-antisymmetric matrix over all orbital pairs
exactly when `z / 2` is an eigenvalue of its block with `p < q` and `r < s`. -/
theorem eigenvalue_iff_restricted (hA : IsPairAntisymm A) {z : ℂ} (hz : z ≠ 0) :
    IsEigenvalue A z ↔ IsEigenvalue (restricted A) (z / 2) := by
  constructor
  · rintro ⟨v, hv0, hv⟩
    -- since z is nonzero, the eigenvector inherits the antisymmetry of A v
    have hanti : IsAntisymm v := by
      intro p q
      have h := mulVec_antisymm hA v p q
      rw [hv] at h
      have h' : z * v (q, p) = -(z * v (p, q)) := h
      apply mul_left_cancel₀ hz
      linear_combination h'
    refine ⟨fun x => v x.1, fun h0 => hv0 (antisymm_ext hanti (w := 0)
      (fun p q => by simp) fun x => congrFun h0 x), ?_⟩
    funext x
    have h1 := mulVec_eq hA hanti x.1
    rw [hv] at h1
    have h2 : z * v x.1 = 2 * ∑ y : Pair n, A x.1 y.1 * v y.1 := h1
    show ∑ y : Pair n, A x.1 y.1 * v y.1 = z / 2 * v x.1
    linear_combination (-1 / 2) * h2
  · rintro ⟨u, hu0, hu⟩
    -- continue the restricted eigenvector antisymmetrically
    refine ⟨extend u, fun h => hu0 ?_, ?_⟩
    · funext x
      have h1 := congrFun h x.1
      rwa [extend_val] at h1
    · refine antisymm_ext (mulVec_antisymm hA _) (fun p q => ?_) fun x => ?_
      · show z * extend u (q, p) = -(z * extend u (p, q))
        rw [extend_antisymm u p q]
        ring
      · have h2 : ∑ y : Pair n, A x.1 y.1 * u y = z / 2 * u x := congrFun hu x
        rw [mulVec_eq hA (extend_antisymm u)]
        simp only [extend_val]
        rw [h2]
        show 2 * (z / 2 * u x) = z * extend u x.1
        rw [extend_val]
        ring

/-- The restricted block of a product of two pair-antisymmetric matrices is twice the product of
their restricted blocks. -/
theorem restricted_mul (hA : IsPairAntisymm A) (hB : IsPairAntisymm B) :
    restricted (A * B) = (2 : ℂ) • (restricted A * restricted B) := by
  ext x y
  rw [Matrix.smul_apply, smul_eq_mul, Matrix.mul_apply]
  exact mulVec_eq hA (hB.1 y.1) x.1

lemma mul_antisymm (hA : IsPairAntisymm A) (hB : IsPairAntisymm B) :
    IsPairAntisymm (A * B) := by
  refine ⟨fun y => mulVec_antisymm hA (fun j => B j y), fun x r s => ?_⟩
  show ∑ j, A x j * B j (s, r) = -∑ j, A x j * B j (r, s)
  rw [← Finset.sum_neg_distrib]
  refine Finset.sum_congr rfl fun j _ => ?_
  have h : B j (s, r) = -B j (r, s) := hB.2 j r s
  rw [h]
  ring

lemma restricted_pow (hA : IsPairAntisymm A) (k : ℕ) : IsPairAntisymm (A ^ (k + 1)) ∧
    restricted (A ^ (k + 1)) = (2 : ℂ) ^ k • restricted A ^ (k + 1) := by
  induction k with
  | zero => simpa using hA
  | succ k ih =>
    rw [pow_succ A (k + 1)]
    refine ⟨mul_antisymm ih.1 hA, ?_⟩
    rw [restricted_mul ih.1 hA, ih.2, pow_succ (restricted A) (k + 1), Matrix.smul_mul,
      smul_smul, ← pow_succ']

/-- For a pair-antisymmetric matrix `A`, the trace of `A ^ (k + 1)` is `2 ^ (k + 1)` times the trace
of the same power of its restricted block. -/
theorem trace_pow_restricted (hA : IsPairAntisymm A) (k : ℕ) :
    (A ^ (k + 1)).trace = 2 ^ (k + 1) * (restricted A ^ (k + 1)).trace := by
  obtain ⟨hC, hR⟩ := restricted_pow hA k
  have h : (A ^ (k + 1)).trace = 2 * (restricted (A ^ (k + 1))).trace := by
    generalize A ^ (k + 1) = C at hC
    refine sum_pairs (fun x => C x x) (fun p q => ?_) (fun p => ?_)
    · have h1 : C (q, p) (q, p) = -C (p, q) (q, p) := hC.1 (q, p) p q
      have h2 : C (p, q) (q, p) = -C (p, q) (p, q) := hC.2 (p, q) p q
      show C (q, p) (q, p) = C (p, q) (p, q)
      linear_combination h1 - h2
    · have h1 : C (p, p) (p, p) = -C (p, p) (p, p) := hC.1 (p, p) p p
      show C (p, p) (p, p) = 0
      linear_combination h1 / 2
  rw [h, hR, Matrix.trace_smul, smul_eq_mul]
  ring

/-- The antisymmetrised identity is pair-antisymmetric, and its restricted block is the unit
matrix. -/
theorem antisymmetrizer_witness (n : ℕ) :
    IsPairAntisymm (antisymmetrizer n) ∧ restricted (antisymmetrizer n) = 1 := by
  refine ⟨⟨fun y p q => ?_, fun x r s => ?_⟩, ?_⟩
  · simp only [antisymmetrizer]
    ring
  · simp only [antisymmetrizer]
    ring
  · ext ⟨⟨p, q⟩, hpq⟩ ⟨⟨r, s⟩, hrs⟩
    -- the exchange term cannot contribute when both pairs are ordered
    have h0 : (1 : Matrix (Fin n) (Fin n) ℂ) p s * (1 : Matrix (Fin n) (Fin n) ℂ) q r = 0 := by
      by_cases h : p = s
      · have h' : q ≠ r := by
          intro e
          subst h
          subst e
          exact lt_asymm hpq hrs
        simp [Matrix.one_apply, h']
      · simp [Matrix.one_apply, h]
    show (1 : Matrix (Fin n) (Fin n) ℂ) p r * (1 : Matrix (Fin n) (Fin n) ℂ) q s
      - (1 : Matrix (Fin n) (Fin n) ℂ) p s * (1 : Matrix (Fin n) (Fin n) ℂ) q r = _
    rw [h0, sub_zero]
    by_cases h1 : p = r <;> by_cases h2 : q = s <;> simp [Matrix.one_apply, h1, h2]

/-- With at least one orbital, zero is an eigenvalue of the antisymmetrised identity over all
pairs but not of its restricted block. -/
theorem zero_eigenvalue_not_shared (hn : 0 < n) : IsEigenvalue (antisymmetrizer n) 0 ∧
    ¬ IsEigenvalue (restricted (antisymmetrizer n)) 0 := by
  constructor
  · have p : Fin n := ⟨0, hn⟩
    -- a doubly occupied index pair is annihilated
    refine ⟨Pi.single (p, p) 1, fun h => ?_, ?_⟩
    · have h1 := congrFun h (p, p)
      simp at h1
    · funext x
      simp [Matrix.mulVec, dotProduct, antisymmetrizer, Pi.single_apply]
  · rintro ⟨u, hu0, hu⟩
    rw [(antisymmetrizer_witness n).2, Matrix.one_mulVec, zero_smul] at hu
    exact hu0 hu

end

end RestrictedPairSums
```

```lean
#print axioms RestrictedPairSums.eigenvalue_iff_restricted
#print axioms RestrictedPairSums.trace_pow_restricted
#print axioms RestrictedPairSums.zero_eigenvalue_not_shared
```

```
'RestrictedPairSums.eigenvalue_iff_restricted' depends on axioms: [propext, Classical.choice, Quot.sound]
'RestrictedPairSums.trace_pow_restricted' depends on axioms: [propext, Classical.choice, Quot.sound]
'RestrictedPairSums.zero_eigenvalue_not_shared' depends on axioms: [propext, Classical.choice, Quot.sound]
```

## What the theorems promise about a code's matrix

`Fin n` numbers the spin orbitals from 0 to $n-1$. A pair index is an element of `Fin n × Fin n`, and `Pair n` keeps those with $p<q$. The entry $A(p,q;r,s)$ is `A (p, q) (r, s)`. `IsPairAntisymm A` states the two exchange signs, `restricted A` is $R$, and `IsEigenvalue M z` says that some nonzero vector, of any norm, is multiplied by `z`.

In these terms, `eigenvalue_iff_restricted` takes a matrix with `IsPairAntisymm A` and a complex `z ≠ 0`, and states the equivalence above. Hermiticity is not required, so the theorem also covers non-Hermitian effective matrices with the same exchange signs. The antisymmetry is a hypothesis. For determinants it reflects the sign change of a fermionic state when two orbital labels are exchanged; the file does not derive it from a Hamiltonian.

The proof follows the derivation closely:

- `sum_pairs` splits the sum with `lt_trichotomy` and maps one triangle onto the other by swapping the orbitals. `mulVec_eq` applies it to $Av$.
- `mulVec_antisymm` shows that $Av$ is antisymmetric for every $v$. `antisymm_ext` reduces an equality of antisymmetric vectors to the pairs with $p<q$.
- `extend` builds $v$ from $u$; `extend_val` and `extend_antisymm` confirm its values and its sign.
- In the main theorem, `mul_left_cancel₀ hz` is the division by $z$, and it is the only place where $z\neq0$ is used. The `linear_combination` and `ring` steps do the remaining scalar algebra.
- `restricted_mul`, `mul_antisymm` and `restricted_pow` carry the factor through products and powers, and `trace_pow_restricted` adds the last factor of 2.
- `antisymmetrizer_witness` establishes the unit restricted block, and `zero_eigenvalue_not_shared` gives the failure at $z=0$ for every $n>0$.

The equivalence concerns eigenvalues as numbers and says nothing about their multiplicities. The arithmetic is exact, so rounding and solver convergence are not addressed, nor is the packing of $p<q$ into a linear array. The setting also excludes index pairs without exchange antisymmetry, such as particle-hole pairs or the symmetric spatial pairs of a singlet-adapted basis, where $p=q$ is allowed. The theorems here give no counting factor for those cases.
